# Two Weyl nodes of opposite chirality in a two-band lattice model with $0<k_0<\pi$

In a Weyl semimetal two bands touch at isolated points of the Brillouin zone, and each touching point carries a sign, its chirality. A program that searches for such points samples the bands at finitely many momenta. It can miss a node, count one twice or get a sign wrong, so it helps to have a model in which the complete answer is known.

Take a momentum $k=(k_x,k_y,k_z)$, with the lattice constant set to 1, and a real parameter $k_0$. Let $\sigma=(\sigma_x,\sigma_y,\sigma_z)$ be the Pauli matrices, and let

$$H(k)=d(k)\cdot\sigma,\qquad d(k)=(\sin k_x,\ \sin k_y,\ 2-\cos k_x-\cos k_y+\cos k_0-\cos k_z).$$

For $0<k_0<\pi$ the two bands touch in the zone $(-\pi,\pi]^3$ at $(0,0,k_0)$ and $(0,0,-k_0)$ and nowhere else. The Jacobian matrix $J_{ij}=\partial d_i/\partial k_j$ has determinant $\sin k_0$ at the first node and $-\sin k_0$ at the second. With chirality defined as the sign of $\det J$, the nodes have chiralities $+1$ and $-1$, which sum to zero.

## Checking a node finder against the known answer

For electronic-structure codes that locate Weyl points, this non-interacting two-band model gives a reference case with exact positions and signs. A typical search has three stages, and the model tests each of them.

**Grid scan.** The gap is $2|d(k)|$, which on the line $k_x=k_y=0$ equals $2|\cos k_0-\cos k_z|$. For $k_0=1$ no uniform grid $k_z=2\pi n/N$ contains a node, because $\pi$ is irrational. The scan then reports a positive minimum gap at every resolution, and its candidates have to be refined.

**Refinement.** If the code only has the matrix, it can extract $d_i=\tfrac12\mathrm{Tr}(\sigma_iH)$ and solve $d(k)=0$ by Newton's method. At the nodes $J=\mathrm{diag}(1,1,\pm\sin k_0)$, with condition number $1/\sin k_0$, so the linear systems become ill-conditioned as $k_0$ approaches $0$ or $\pi$.

**Sign.** Central differences with step $h$ at $(0,0,\pm k_0)$ give the determinant

$$\pm\sin k_0\left(\frac{\sin h}{h}\right)^3,$$

which has the correct sign for every $0<h<\pi$. If the code computes Berry flux through a small sphere instead, the overall sign depends on the band and on the curvature convention, and it must be matched to $\det J$ before the two are compared.

A nonzero sum of chiralities shows that something went wrong. A zero sum does not show that the list is complete, since a search that misses both nodes also returns zero. The positions have to be compared as well.

## From touching bands to opposite signs

**Touching means $d=0$.** Written out,

$$H=\begin{pmatrix} d_z & d_x-i d_y\\ d_x+i d_y & -d_z\end{pmatrix}.$$

The secular determinant at energy $E$ is

$$\det(E-H)=(E-d_z)(E+d_z)-(d_x-id_y)(d_x+id_y)=E^2-|d|^2,$$

so the energies are $\pm|d|$. They coincide exactly when $d=0$, and then $H=0$. Conversely, if $H$ is a multiple $E$ of the identity, the diagonal gives $d_z=E=-d_z$, hence $d_z=0$, and the off-diagonal entry gives $d_x=d_y=0$.

**Zeros of $d$.** The first two components require $\sin k_x=\sin k_y=0$, so $\cos k_x$ and $\cos k_y$ are each $\pm1$. The third requires

$$\cos k_z=2-\cos k_x-\cos k_y+\cos k_0.$$

If one of the two cosines is $-1$, the right side is $2+\cos k_0$; if both are, it is $4+\cos k_0$. Since $k_0<\pi$ gives $\cos k_0>-1$, either value exceeds 1, which is impossible. Hence $\cos k_x=\cos k_y=1$ and $\cos k_z=\cos k_0$.

In all of momentum space this means $k_x=2\pi l$, $k_y=2\pi m$ and $k_z=\pm k_0+2\pi n$ with integers $l,m,n$. In the zone, $k_x=k_y=0$. Both $|k_z|$ and $k_0$ lie in $[0,\pi]$, where the cosine is injective, so $|k_z|=k_0$.

**Signs.** Differentiation gives

$$J=\begin{pmatrix}\cos k_x&0&0\\0&\cos k_y&0\\ \sin k_x&\sin k_y&\sin k_z\end{pmatrix},\qquad \det J=\cos k_x\cos k_y\sin k_z.$$

At $(0,0,\pm k_0)$ this is $\pm\sin k_0$. Since $\sin k_0>0$, the signs are $+1$ and $-1$.

## Extra and merged nodes at the ends of the parameter range

At $k_0=\pi$ the bound $2+\cos k_0>1$ becomes an equality, and new zeros appear at $(\pi,0,0)$ and, by the symmetry between $x$ and $y$, at $(0,\pi,0)$. At the first of these the third component is $2+1-1-1-1=0$. The original two nodes also merge, since $(0,0,\pi)$ and $(0,0,-\pi)$ are the same point of the momentum torus. The list of two nodes is then wrong.

At $k_0=0$ the two nodes merge at the origin. The determinant there is $\sin 0=0$, so the chirality is $0$ instead of $\pm1$.

## The model and its nodes in Lean

```lean
import Mathlib

open Real

namespace WeylNodes

noncomputable section

/-- The two-band Hamiltonian `v · σ` built from the three Pauli matrices. -/
def pauli (v : Fin 3 → ℝ) : Matrix (Fin 2) (Fin 2) ℂ :=
  !![(v 2 : ℂ), (v 0 : ℂ) - Complex.I * (v 1 : ℂ);
     (v 0 : ℂ) + Complex.I * (v 1 : ℂ), -(v 2 : ℂ)]

/-- The vector `d(k)` of the lattice model, with parameter `k0`. -/
def dvec (k0 : ℝ) (k : Fin 3 → ℝ) : Fin 3 → ℝ :=
  ![sin (k 0), sin (k 1), 2 - cos (k 0) - cos (k 1) + cos k0 - cos (k 2)]

/-- The matrix of partial derivatives of `d` at momentum `k`. -/
def jacobian (k : Fin 3 → ℝ) : Matrix (Fin 3) (Fin 3) ℝ :=
  !![cos (k 0), 0, 0; 0, cos (k 1), 0; sin (k 0), sin (k 1), sin (k 2)]

/-- The momentum `(0, 0, s)` on the `kz` axis. -/
def node (s : ℝ) : Fin 3 → ℝ := ![0, 0, s]

/-- The momenta in the Brillouin zone `(-π, π]³` at which the two bands touch, that is,
where the Bloch Hamiltonian is a multiple of the identity. -/
def weylNodes (k0 : ℝ) : Set (Fin 3 → ℝ) :=
  {k | (∀ i, -π < k i ∧ k i ≤ π) ∧
    ∃ E : ℂ, pauli (dvec k0 k) = E • (1 : Matrix (Fin 2) (Fin 2) ℂ)}

/-- The chirality at `k`: the sign of the Jacobian determinant of `d`, as an integer. -/
def chirality (k : Fin 3 → ℝ) : ℤ := (SignType.sign (jacobian k).det : ℤ)

/-- The secular determinant of `v · σ` at energy `E` is `E² - |v|²`. -/
theorem secular_det (v : Fin 3 → ℝ) (E : ℂ) :
    (E • (1 : Matrix (Fin 2) (Fin 2) ℂ) - pauli v).det
      = E ^ 2 - ((v 0 : ℂ) ^ 2 + (v 1 : ℂ) ^ 2 + (v 2 : ℂ) ^ 2) := by
  simp [pauli, Matrix.det_fin_two]
  linear_combination (v 1 : ℂ) ^ 2 * Complex.I_sq

/-- The Hamiltonian `v · σ` is a multiple of the identity exactly when `v = 0`. -/
theorem bands_touch_iff (v : Fin 3 → ℝ) :
    (∃ E : ℂ, pauli v = E • (1 : Matrix (Fin 2) (Fin 2) ℂ)) ↔ v = 0 := by
  constructor
  · rintro ⟨E, h⟩
    -- compare the matrix entries
    have h00 : (v 2 : ℂ) = E := by simpa [pauli] using congrFun (congrFun h 0) 0
    have h11 : -(v 2 : ℂ) = E := by simpa [pauli] using congrFun (congrFun h 1) 1
    have h01 : (v 0 : ℂ) - Complex.I * (v 1 : ℂ) = 0 := by
      simpa [pauli] using congrFun (congrFun h 0) 1
    have hz : (v 2 : ℂ) = 0 := by linear_combination (h00 - h11) / 2
    have h0 : v 0 = 0 := by simpa using congrArg Complex.re h01
    have h1 : v 1 = 0 := by simpa using congrArg Complex.im h01
    have h2 : v 2 = 0 := by exact_mod_cast hz
    funext i
    fin_cases i
    · exact h0
    · exact h1
    · exact h2
  · rintro rfl
    refine ⟨0, ?_⟩
    ext i j
    fin_cases i <;> fin_cases j <;> simp [pauli]

/-- For `cos k0 > -1`, the vector `d(k)` vanishes exactly when `cos kx = cos ky = 1` and
`cos kz = cos k0`. -/
theorem dvec_eq_zero_iff {k0 : ℝ} (hc : -1 < cos k0) (k : Fin 3 → ℝ) :
    dvec k0 k = 0 ↔ cos (k 0) = 1 ∧ cos (k 1) = 1 ∧ cos (k 2) = cos k0 := by
  constructor
  · intro h
    have h0 : sin (k 0) = 0 := congrFun h 0
    have h1 : sin (k 1) = 0 := congrFun h 1
    have h2 : 2 - cos (k 0) - cos (k 1) + cos k0 - cos (k 2) = 0 := congrFun h 2
    have hz := cos_le_one (k 2)
    -- a cosine equal to -1 would push `cos kz` above 1
    rcases Real.sin_eq_zero_iff_cos_eq.1 h0 with a | a <;>
      rcases Real.sin_eq_zero_iff_cos_eq.1 h1 with b | b
    · exact ⟨a, b, by linarith⟩
    · exfalso; linarith
    · exfalso; linarith
    · exfalso; linarith
  · rintro ⟨a, b, c⟩
    funext i
    fin_cases i
    · exact Real.sin_eq_zero_iff_cos_eq.2 (Or.inl a)
    · exact Real.sin_eq_zero_iff_cos_eq.2 (Or.inl b)
    · show 2 - cos (k 0) - cos (k 1) + cos k0 - cos (k 2) = 0
      linarith

/-- For `cos k0 > -1`, the zeros of `d` in all of momentum space are `(0, 0, k0)` and
`(0, 0, -k0)` up to shifts of each component by integer multiples of `2π`. -/
theorem zeros_mod_two_pi {k0 : ℝ} (hc : -1 < cos k0) (k : Fin 3 → ℝ) :
    dvec k0 k = 0 ↔ ∃ n : Fin 3 → ℤ,
      (k = fun i => node k0 i + 2 * π * (n i : ℝ)) ∨
      (k = fun i => node (-k0) i + 2 * π * (n i : ℝ)) := by
  rw [dvec_eq_zero_iff hc]
  constructor
  · rintro ⟨a, b, c⟩
    obtain ⟨l, hl⟩ := (Real.cos_eq_one_iff _).1 a
    obtain ⟨m, hm⟩ := (Real.cos_eq_one_iff _).1 b
    obtain ⟨n, hn⟩ := Real.cos_eq_cos_iff.1 c.symm
    refine ⟨![l, m, n], hn.imp (fun hn => ?_) (fun hn => ?_)⟩
    · funext i
      fin_cases i
      · show k 0 = 0 + 2 * π * (l : ℝ)
        linarith
      · show k 1 = 0 + 2 * π * (m : ℝ)
        linarith
      · show k 2 = k0 + 2 * π * (n : ℝ)
        linarith
    · funext i
      fin_cases i
      · show k 0 = 0 + 2 * π * (l : ℝ)
        linarith
      · show k 1 = 0 + 2 * π * (m : ℝ)
        linarith
      · show k 2 = -k0 + 2 * π * (n : ℝ)
        linarith
  · have h1 (m : ℤ) : cos (0 + 2 * π * (m : ℝ)) = 1 :=
      (Real.cos_eq_one_iff _).2 ⟨m, by ring⟩
    rintro ⟨n, rfl | rfl⟩
    · exact ⟨h1 (n 0), h1 (n 1), (Real.cos_eq_cos_iff.2 ⟨n 2, Or.inl (by
        show k0 + 2 * π * (n 2 : ℝ) = _
        ring)⟩).symm⟩
    · exact ⟨h1 (n 0), h1 (n 1), (Real.cos_eq_cos_iff.2 ⟨n 2, Or.inr (by
        show -k0 + 2 * π * (n 2 : ℝ) = _
        ring)⟩).symm⟩

/-- The matrix `jacobian k` is the total derivative of `d` at `k`. -/
theorem hasFDerivAt_dvec (k0 : ℝ) (k : Fin 3 → ℝ) :
    HasFDerivAt (dvec k0)
      (LinearMap.toContinuousLinearMap (Matrix.toLin' (jacobian k))) k := by
  have p (i : Fin 3) : HasFDerivAt (fun q : Fin 3 → ℝ => q i)
      (ContinuousLinearMap.proj i : (Fin 3 → ℝ) →L[ℝ] ℝ) k := hasFDerivAt_apply i k
  apply hasFDerivAt_pi''
  intro i
  fin_cases i
  · refine (p 0).sin.congr_fderiv (ContinuousLinearMap.ext fun v => ?_)
    simp [jacobian, dotProduct, Fin.sum_univ_succ]
  · refine (p 1).sin.congr_fderiv (ContinuousLinearMap.ext fun v => ?_)
    simp [jacobian, dotProduct, Fin.sum_univ_succ]
  · refine (((((p 0).cos.const_sub 2).sub (p 1).cos).add_const (cos k0)).sub
      (p 2).cos).congr_fderiv (ContinuousLinearMap.ext fun v => ?_)
    simp [jacobian, dotProduct, Fin.sum_univ_succ]
    ring

/-- At `(0, 0, s)` the Jacobian determinant of `d` is `sin s`. -/
theorem det_jacobian_node (s : ℝ) : (jacobian (node s)).det = sin s := by
  simp [jacobian, node, Matrix.det_fin_three]

/-- For `0 < k0 < π` the bands touch in the Brillouin zone exactly at `(0, 0, k0)` and
`(0, 0, -k0)`, with Jacobian determinants `sin k0` and `-sin k0` and chiralities `1` and `-1`;
the chiralities of all nodes sum to zero. -/
theorem weyl_nodes_and_chirality {k0 : ℝ} (h0 : 0 < k0) (hπ : k0 < π) :
    weylNodes k0 = {node k0, node (-k0)} ∧
    (jacobian (node k0)).det = sin k0 ∧ (jacobian (node (-k0))).det = -sin k0 ∧
    chirality (node k0) = 1 ∧ chirality (node (-k0)) = -1 ∧
    ∑ᶠ k ∈ weylNodes k0, chirality k = 0 := by
  have hc : -1 < cos k0 := by
    have h := Real.cos_lt_cos_of_nonneg_of_le_pi h0.le le_rfl hπ
    rwa [Real.cos_pi] at h
  have hs : 0 < sin k0 := Real.sin_pos_of_pos_of_lt_pi h0 hπ
  have hmem (s : ℝ) (h1 : -π < s) (h2 : s ≤ π) (h3 : cos s = cos k0) :
      node s ∈ weylNodes k0 := by
    refine ⟨fun i => ?_, (bands_touch_iff _).2
      ((dvec_eq_zero_iff hc _).2 ⟨Real.cos_zero, Real.cos_zero, h3⟩)⟩
    fin_cases i
    · exact ⟨neg_lt_zero.2 Real.pi_pos, Real.pi_pos.le⟩
    · exact ⟨neg_lt_zero.2 Real.pi_pos, Real.pi_pos.le⟩
    · exact ⟨h1, h2⟩
  have hset : weylNodes k0 = {node k0, node (-k0)} := by
    ext k
    constructor
    · rintro ⟨hB, hE⟩
      obtain ⟨a, b, c⟩ := (dvec_eq_zero_iff hc k).1 ((bands_touch_iff _).1 hE)
      have hzero (i : Fin 3) (h : cos (k i) = 1) : k i = 0 :=
        (Real.cos_eq_one_iff_of_lt_of_lt (by linarith [(hB i).1, Real.pi_pos])
          (by linarith [(hB i).2, Real.pi_pos])).1 h
      -- the cosine is injective on `[0, π]`, which fixes `|kz|`
      have habs : |k 2| = k0 := Real.injOn_cos
        ⟨abs_nonneg _, abs_le.2 ⟨(hB 2).1.le, (hB 2).2⟩⟩ ⟨h0.le, hπ.le⟩
        (by rw [Real.cos_abs]; exact c)
      have hk (s : ℝ) (h : k 2 = s) : k = node s := by
        funext i
        fin_cases i
        · exact hzero 0 a
        · exact hzero 1 b
        · exact h
      exact (eq_or_eq_neg_of_abs_eq habs).imp (hk _) (hk _)
    · rintro (rfl | rfl)
      · exact hmem k0 (by linarith) hπ.le rfl
      · exact hmem (-k0) (by linarith) (by linarith) (Real.cos_neg k0)
  have hd : (jacobian (node (-k0))).det = -sin k0 := by
    rw [det_jacobian_node, Real.sin_neg]
  have hp : chirality (node k0) = 1 := by
    rw [chirality, det_jacobian_node, sign_pos hs]
    rfl
  have hm : chirality (node (-k0)) = -1 := by
    rw [chirality, hd, sign_neg (neg_lt_zero.2 hs)]
    rfl
  have hne : node k0 ≠ node (-k0) := by
    intro h
    have h2 : k0 = -k0 := congrFun h 2
    linarith
  refine ⟨hset, det_jacobian_node k0, hd, hp, hm, ?_⟩
  rw [hset, finsum_mem_pair hne, hp, hm]
  norm_num

/-- At `k0 = π` the vector `d` also vanishes at `(π, 0, 0)`. -/
theorem extra_zero_at_pi : dvec π ![π, 0, 0] = 0 := by
  funext i
  fin_cases i
  · exact Real.sin_pi
  · exact Real.sin_zero
  · show 2 - cos π - cos 0 + cos π - cos 0 = 0
    rw [Real.cos_pi, Real.cos_zero]
    norm_num

end

end WeylNodes
```

```lean
#print axioms WeylNodes.zeros_mod_two_pi
-- 'WeylNodes.zeros_mod_two_pi' depends on axioms: [propext, Classical.choice, Quot.sound]
#print axioms WeylNodes.hasFDerivAt_dvec
-- 'WeylNodes.hasFDerivAt_dvec' depends on axioms: [propext, Classical.choice, Quot.sound]
#print axioms WeylNodes.weyl_nodes_and_chirality
-- 'WeylNodes.weyl_nodes_and_chirality' depends on axioms: [propext, Classical.choice, Quot.sound]
#print axioms WeylNodes.extra_zero_at_pi
-- 'WeylNodes.extra_zero_at_pi' depends on axioms: [propext, Classical.choice, Quot.sound]
```

## Matrices, momenta and signs as Lean objects

A momentum is a function `Fin 3 → ℝ`, with indices 0, 1, 2 for $x,y,z$. `dvec k0 k` is $d(k)$, `pauli v` is the matrix $v\cdot\sigma$, and `node s` is the point $(0,0,s)$.

The set `weylNodes k0` is defined by the physics and not by the equation $d=0$: it contains the momenta in $(-\pi,\pi]^3$ at which the Hamiltonian is a multiple of the identity. The half-open zone counts each point of the momentum torus once. `chirality k` is the sign of `(jacobian k).det` as an integer.

The main theorem, `weyl_nodes_and_chirality`, assumes `0 < k0` and `k0 < π`. It states that the node set equals the pair `{node k0, node (-k0)}`, gives both determinants and both chiralities, and states that the chirality summed over `weylNodes k0` is zero. Lean's `∑ᶠ` returns zero by convention when infinitely many terms are nonzero, but here the set has been shown to be a pair, so the zero is a genuine cancellation.

The companion `zeros_mod_two_pi` describes the zeros in all of momentum space and needs only `-1 < cos k0`. It therefore includes $k_0=0$, where its two families coincide.

The cancellation is an instance of what the Nielsen–Ninomiya theorem says about lattice Hamiltonians in general. It is obtained here by evaluating two determinants for one explicit family, without a topological argument. The theorems concern exact real momenta and this particular $d$; they do not address Berry flux, surface states, further bands, interactions or the rounding errors of a program.

## How the cosine argument becomes a proof

`secular_det` expands the $2\times2$ determinant and uses $i^2=-1$. It supplies the energies but is not used later. `bands_touch_iff` compares matrix entries as above: the diagonal entries give $d_z=0$, and the real and imaginary parts of an off-diagonal entry give the other two components.

`dvec_eq_zero_iff` carries the main argument. Its `rcases` lines split each vanishing sine into cosine $1$ or $-1$, which makes four cases. In three of them `linarith` finds the contradiction with $\cos k_z\le1$, and in the fourth it yields $\cos k_z=\cos k_0$. `zeros_mod_two_pi` then solves the cosine equations with integer shifts.

`hasFDerivAt_dvec` shows that the matrix called `jacobian` really is the total derivative of $d$, by differentiating each component. This guards against a mistyped entry in the definition. `det_jacobian_node` evaluates the determinant at $(0,0,s)$ as $\sin s$.

In the main theorem, `hc` and `hs` turn the range of $k_0$ into $\cos k_0>-1$ and $\sin k_0>0$. The step `habs` is the injectivity argument for $|k_z|$, and `hset` assembles the node set. Before the sum is evaluated, `hne` shows that the two nodes are different, which uses $k_0>0$. The sum then reduces to $1+(-1)=0$. Finally, `extra_zero_at_pi` checks one of the two additional zeros at $k_0=\pi$, the one at $(\pi,0,0)$.
